# For positive definite B, the F12 Hylleraas energy has a quadratic amplitude error and the shortcut c·V a linear one

Near the end of an MP2-F12 calculation, the geminal amplitudes c of an electron pair are turned into an energy. Two expressions are available: the full Hylleraas functional 2c·V + c·Bc, and the shorter c·V. They agree when c solves the amplitude equation for the same B and V. If c was fixed by the cusp conditions, or comes from a loosely converged or approximate solution, they generally differ, and the choice between them affects the result.

The model is a single pair with finitely many geminal functions, real B and V, and no conventional doubles amplitudes. All errors are measured against E*, the optimum for the given B and V. Errors in B and V themselves, from a resolution of the identity or from a standard approximation, are a separate matter.

## Two energy expressions

```lean
import Mathlib

open Matrix

namespace F12HylleraasShortcut

noncomputable section

variable {n : Type*} [Fintype n]
```

The type `n` labels the geminal functions, and `Fintype n` says that there are finitely many. A vector of amplitudes is a function `n → ℝ`, which assigns a real number cᵢ to each label i.

```lean
/-- The Hylleraas functional `2 c·V + c·Bc` of the geminal amplitudes `c`. -/
def hylleraas (B : Matrix n n ℝ) (V c : n → ℝ) : ℝ :=
  2 * (c ⬝ᵥ V) + c ⬝ᵥ B *ᵥ c
```

This defines the Hylleraas functional, written H(c) below:

H(c) = 2 c·V + c·Bc

The symbol `⬝ᵥ` is the dot product and `*ᵥ` is a matrix acting on a vector. V couples the geminals to the reference pair. B is the matrix of the zeroth-order Hamiltonian, minus the reference pair's energy, between the geminals.

```lean
/-- The shortcut energy `c·V`, which keeps only the coupling of the amplitudes to `V`. -/
def shortcut (V c : n → ℝ) : ℝ := c ⬝ᵥ V
```

The shortcut is

S(c) = c·V

It comes from H(c) by using Bc = -V, which turns c·Bc into -c·V. The definition accepts any c, including one for which that equation fails.

## The quadratic form of B

```lean
/-- For a real positive definite matrix `B`, the bilinear form `x·By` is symmetric in `x` and `y`.
-/
theorem form_comm {B : Matrix n n ℝ} (hB : B.PosDef) (x y : n → ℝ) :
    x ⬝ᵥ B *ᵥ y = y ⬝ᵥ B *ᵥ x := by
  have hT : Bᵀ = B := by
    rw [← conjTranspose_eq_transpose_of_trivial]
    exact hB.isHermitian.eq
  rw [Matrix.dotProduct_mulVec, ← Matrix.mulVec_transpose, hT, dotProduct_comm]
```

The text before the final colon lists the data and hypotheses, and the text after it is the claim. Here `hB : B.PosDef` is the hypothesis that B is positive definite. Physically, the geminals are linearly independent and every combination of them lies above the reference pair in zeroth-order energy. This is assumed here, and an approximate B can violate it.

The claim is x·By = y·Bx. Mathlib's `PosDef` includes Hermiticity, which for real entries means Bᵀ = B; this is the step `hT`. Then

x·By = Σᵢⱼ xᵢ Bᵢⱼ yⱼ = Σᵢⱼ yⱼ Bⱼᵢ xᵢ = y·Bx

```lean
/-- For positive definite `B`, the form `x·Bx` is nonnegative, and it vanishes only for
`x = 0`. -/
theorem form_nonneg {B : Matrix n n ℝ} (hB : B.PosDef) (x : n → ℝ) :
    0 ≤ x ⬝ᵥ B *ᵥ x ∧ (x ⬝ᵥ B *ᵥ x = 0 → x = 0) := by
  rcases eq_or_ne x 0 with rfl | hx
  · simp
  · have h := hB.dotProduct_mulVec_pos hx
    rw [star_trivial] at h
    exact ⟨h.le, fun h0 => absurd h0 h.ne'⟩
```

This says that x·Bx ≥ 0, and that x·Bx = 0 forces x = 0. The proof separates two cases. For x = 0 both statements are immediate. For x ≠ 0 positive definiteness gives x·Bx > 0, so the value zero is excluded.

## Optimal amplitudes and pair energy

```lean
variable [DecidableEq n]

/-- The optimal amplitudes `c* = -B⁻¹ V`, for positive definite `B`. -/
def optimal (B : Matrix n n ℝ) (V : n → ℝ) : n → ℝ := -(B⁻¹ *ᵥ V)
```

The optimal amplitudes are

c* = -B⁻¹V

```lean
/-- The pair energy `E* = c*·V` at the optimal amplitudes, for positive definite `B`. -/
def pairEnergy (B : Matrix n n ℝ) (V : n → ℝ) : ℝ := optimal B V ⬝ᵥ V
```

The pair energy is the shortcut evaluated at these amplitudes:

E* = c*·V = -V·B⁻¹V

That E* is also the minimum of H is proved below.

```lean
/-- For positive definite `B`, the optimal amplitudes solve the amplitude equation
`B c* = -V`. -/
theorem amplitude_equation {B : Matrix n n ℝ} (hB : B.PosDef) (V : n → ℝ) :
    B *ᵥ optimal B V = -V := by
  have hdet : IsUnit B.det := hB.det_pos.ne'.isUnit
  rw [optimal, Matrix.mulVec_neg, Matrix.mulVec_mulVec, Matrix.mul_nonsing_inv _ hdet,
    Matrix.one_mulVec]
```

This is the amplitude equation:

Bc* = -BB⁻¹V = -V

The cancellation BB⁻¹ = 1 needs an invertible B. A positive definite matrix has a positive determinant, and `hdet` records that this determinant is invertible.

## Quadratic and linear errors

```lean
/-- For positive definite `B`, the error of the Hylleraas functional is the quadratic form
`δ·Bδ` of the amplitude error `δ = c - c*`. -/
theorem hylleraas_error {B : Matrix n n ℝ} (hB : B.PosDef) (V c : n → ℝ) :
    hylleraas B V c - pairEnergy B V
      = (c - optimal B V) ⬝ᵥ B *ᵥ (c - optimal B V) := by
  have hs := form_comm hB (optimal B V) c
  -- expand the form, then insert the amplitude equation
  simp only [hylleraas, pairEnergy, Matrix.mulVec_sub, dotProduct_sub, sub_dotProduct, hs,
    amplitude_equation hB V, dotProduct_neg]
  ring
```

With δ = c - c*, the theorem states

H(c) - E* = δ·Bδ

To derive it, expand the right-hand side:

δ·Bδ = c·Bc - c·Bc* - c*·Bc + c*·Bc*

By symmetry the two middle terms are equal, and the amplitude equation gives c·Bc* = -c·V. The last term is c*·Bc* = -c*·V = -E*. Therefore

δ·Bδ = c·Bc + 2 c·V - E* = H(c) - E*

In the proof, `hs` is the symmetry, `simp only` expands the products and inserts the amplitude equation, and `ring` collects the terms.

```lean
/-- For positive definite `B`, the Hylleraas functional is bounded below by the pair energy
`E*`, and it reaches `E*` only at the optimal amplitudes. -/
theorem hylleraas_variational {B : Matrix n n ℝ} (hB : B.PosDef) (V c : n → ℝ) :
    pairEnergy B V ≤ hylleraas B V c ∧
      (hylleraas B V c = pairEnergy B V ↔ c = optimal B V) := by
  have he := hylleraas_error hB V c
  obtain ⟨h0, h1⟩ := form_nonneg hB (c - optimal B V)
  refine ⟨by linarith, fun h => sub_eq_zero.mp (h1 (by linarith)), fun h => ?_⟩
  have hz : c - optimal B V = 0 := sub_eq_zero.mpr h
  rw [hz, zero_dotProduct] at he
  linarith
```

The symbol `∧` means "and", and `↔` means "if and only if". The theorem says that H(c) ≥ E* for every c, with equality exactly at c = c*. Both parts follow from the error formula: δ·Bδ is never negative, and it vanishes only for δ = 0. This is the variational property of the functional within the chosen set of geminals.

```lean
/-- The error of the shortcut energy is `δ·V`, linear in the amplitude error
`δ = c - c*`. -/
theorem shortcut_error (B : Matrix n n ℝ) (V c : n → ℝ) :
    shortcut V c - pairEnergy B V = (c - optimal B V) ⬝ᵥ V := by
  simp only [shortcut, pairEnergy, sub_dotProduct]
```

The shortcut's error is

S(c) - E* = c·V - c*·V = δ·V

It is linear in δ and, for V ≠ 0, can have either sign. It vanishes when δ is orthogonal to V. With two or more geminals this happens for some nonzero δ, so a correct shortcut energy does not then show that the amplitudes are correct. No hypothesis on B appears, because the identity uses only the definition of E* as c*·V.

```lean
/-- For positive definite `B` and nonzero coupling `V`, the pair energy is negative. -/
theorem pairEnergy_neg {B : Matrix n n ℝ} (hB : B.PosDef) {V : n → ℝ} (hV : V ≠ 0) :
    pairEnergy B V < 0 := by
  have ha := amplitude_equation hB V
  have hne : optimal B V ≠ 0 := by
    intro h
    rw [h, Matrix.mulVec_zero] at ha
    exact hV (neg_eq_zero.mp ha.symm)
  have hpos := hB.dotProduct_mulVec_pos hne
  rw [star_trivial, ha, dotProduct_neg] at hpos
  unfold pairEnergy
  linarith
```

If V ≠ 0, then E* < 0. First, c* cannot be zero, since then Bc* = 0 and the amplitude equation would give V = 0. Positive definiteness now applies to c*:

0 < c*·Bc* = -c*·V = -E*

The Lean proof takes the same two steps, as `hne` and `hpos`.

```lean
/-- For positive definite `B`, the squared error of the shortcut is at most `-E*` times the
error of the Hylleraas functional at the same amplitudes. -/
theorem shortcut_error_sq_le {B : Matrix n n ℝ} (hB : B.PosDef) (V c : n → ℝ) :
    (shortcut V c - pairEnergy B V) ^ 2
      ≤ -pairEnergy B V * (hylleraas B V c - pairEnergy B V) := by
  rw [hylleraas_error hB, shortcut_error]
  generalize c - optimal B V = d
  -- the form is nonnegative along the whole line `d + t c*`
  have key : ∀ t : ℝ, 0 ≤ -pairEnergy B V * (t * t) + (-2 * (d ⬝ᵥ V)) * t
      + d ⬝ᵥ B *ᵥ d := by
    intro t
    have h := (form_nonneg hB (d + t • optimal B V)).1
    have hs := form_comm hB (optimal B V) d
    simp only [Matrix.mulVec_add, Matrix.mulVec_smul, dotProduct_add, add_dotProduct,
      dotProduct_smul, smul_dotProduct, smul_eq_mul, hs, amplitude_equation hB V,
      dotProduct_neg] at h
    unfold pairEnergy
    linarith
  -- hence its discriminant in `t` is not positive
  have hd := discrim_le_zero key
  unfold discrim at hd
  linarith
```

The two errors at the same amplitudes are linked by

(S(c) - E*)² ≤ -E* (H(c) - E*)

By the two error formulas, this is (δ·V)² ≤ -E* (δ·Bδ). The proof renames δ to `d` and evaluates the form of B along the line δ + t c*, where t is any real number:

0 ≤ (δ + t c*)·B(δ + t c*) = -E* t² - 2(δ·V) t + δ·Bδ

This is the statement `key`. A quadratic polynomial in t that is never negative has a discriminant that is not positive:

4(δ·V)² - 4(-E*)(δ·Bδ) ≤ 0

Division by 4 gives the claim. If V = 0, then E* = 0 and both sides of the inequality are zero.

For V ≠ 0, dividing by E*² shows that the square of the shortcut's relative error is at most the relative error of the functional. A relative error of 10⁻⁴ in H(c) therefore limits that of S(c) only to 10⁻², and the scaled amplitudes of the next section reach this limit.

## Amplitudes that are uniformly too large

```lean
/-- Let `B` be positive definite, `V` nonzero and `η > 0`. At the amplitudes `(1 + η) c*` the
shortcut gives `(1 + η) E*`, below `E*`, while the Hylleraas functional gives
`(1 - η²) E*`, above `E*`. -/
theorem shortcut_overshoots {B : Matrix n n ℝ} (hB : B.PosDef) {V : n → ℝ} (hV : V ≠ 0)
    {η : ℝ} (hη : 0 < η) :
    shortcut V ((1 + η) • optimal B V) = (1 + η) * pairEnergy B V ∧
    hylleraas B V ((1 + η) • optimal B V) = (1 - η ^ 2) * pairEnergy B V ∧
    shortcut V ((1 + η) • optimal B V) < pairEnergy B V ∧
    pairEnergy B V < hylleraas B V ((1 + η) • optimal B V) := by
  have h1 : shortcut V ((1 + η) • optimal B V) = (1 + η) * pairEnergy B V := by
    simp only [shortcut, pairEnergy, smul_dotProduct, smul_eq_mul]
  have h2 : hylleraas B V ((1 + η) • optimal B V) = (1 - η ^ 2) * pairEnergy B V := by
    simp only [hylleraas, pairEnergy, Matrix.mulVec_smul, dotProduct_smul, smul_dotProduct,
      smul_eq_mul, amplitude_equation hB V, dotProduct_neg]
    ring
  -- the order of the three energies follows from `E* < 0`
  have hE : 0 < -pairEnergy B V := neg_pos.mpr (pairEnergy_neg hB hV)
  have p1 := mul_pos hη hE
  have p2 := mul_pos (pow_pos hη 2) hE
  refine ⟨h1, h2, ?_, ?_⟩
  · rw [h1]
    linarith
  · rw [h2]
    linarith

end

end F12HylleraasShortcut
```

Here every optimal amplitude is multiplied by the same factor 1 + η with η > 0; `•` is multiplication of a vector by a number. The theorem makes four claims, joined by `∧`: the value of each energy, and the position of each relative to E*.

The shortcut scales with the amplitudes:

S((1 + η)c*) = (1 + η)E*

For the functional, use c*·Bc* = -E*:

H((1 + η)c*) = 2(1 + η)E* - (1 + η)²E* = (1 + η)(1 - η)E* = (1 - η²)E*

These are `h1` and `h2` in the proof. The errors are then

S((1 + η)c*) - E* = ηE* < 0

H((1 + η)c*) - E* = -η²E* > 0

Both signs come from E* < 0, and this is where V ≠ 0 is needed. The products `p1` and `p2` supply the two inequalities to `linarith`, which finishes the comparison.

With amplitudes 1% too large, η = 0.01, the shortcut overestimates the magnitude of the pair energy by 1%, while the functional underestimates it by 0.01%. The shortcut lies below the minimum of H, so it is not variational: a lower value of c·V is no sign of better amplitudes. These scaled amplitudes also turn the inequality between the two errors into an equality, since both of its sides are then η²E*².

```lean
#print axioms F12HylleraasShortcut.hylleraas_variational
#print axioms F12HylleraasShortcut.shortcut_error_sq_le
#print axioms F12HylleraasShortcut.shortcut_overshoots
```

```
'F12HylleraasShortcut.hylleraas_variational' depends on axioms: [propext, Classical.choice, Quot.sound]
'F12HylleraasShortcut.shortcut_error_sq_le' depends on axioms: [propext, Classical.choice, Quot.sound]
'F12HylleraasShortcut.shortcut_overshoots' depends on axioms: [propext, Classical.choice, Quot.sound]
```
